# Variable-range hopping with a power-law density of states: the least cost of a one-state hop is a power of the inverse temperature

**A.** Let localised states have density \(gE^s\) per unit volume at energy \(E\) above the Fermi level, with \(g>0\) and \(s>-1\), and let a ball of radius \(r\) in dimension \(d>0\) have volume \(vr^d\), with \(v>0\). A hop of range \(r\) from the Fermi level to a state at energy \(W\) has a rate proportional to \(e^{-(ar+\beta W)}\), where \(a>0\) is the decay constant of the tunnelling rate (\(2/\xi\) for wavefunctions that decay as \(e^{-r/\xi}\)) and \(\beta=1/k_BT\). Among hops whose ball holds on average one state between the Fermi level and \(W\), the least cost \(ar+\beta W\) is

\[
C\,\beta^{\nu},\qquad \nu=\frac{s+1}{s+1+d},
\]

with \(C\) explicit and independent of temperature. In three dimensions \(\nu=1/4\) for a constant density (Mott) and \(\nu=1/2\) for a quadratic one (Efros–Shklovskii).

**Q.** I suspect the power law was put in by hand. Where does it come from?

**A.** From counting states. The one-state condition reads

\[
vr^d\int_0^W gE^s\,dE=\frac{vg\,r^dW^{s+1}}{s+1}=1,
\]

and solving for \(W\) gives

\[
W=b\,r^{-p},\qquad p=\frac{d}{s+1},\qquad b=\Big(\frac{s+1}{vg}\Big)^{1/(s+1)}.
\]

The cost is now a function of range alone, \(S(r)=ar+b\beta r^{-p}\). Setting \(S'(r)=a-pb\beta r^{-p-1}\) to zero gives

\[
r_0=\Big(\frac{pb\beta}{a}\Big)^{1/(p+1)},\qquad ar_0=p\,b\beta r_0^{-p},\qquad S(r_0)=\Big(1+\frac1p\Big)ar_0.
\]

Since \(1/(p+1)=(s+1)/(s+1+d)=\nu\), the value is \(C\beta^\nu\) with

\[
C=\Big(1+\frac{s+1}{d}\Big)a\Big(\frac{d\,b}{(s+1)a}\Big)^{\nu}.
\]

**Q.** A stationary point need not be the global minimum.

**A.** Measure the range in units of \(r_0\): put \(r=r_0x\) and \(A=b\beta r_0^{-p}\). The balance \(ar_0=pA\) turns the cost into \(S(r)=A(px+x^{-p})\), with \(S(r_0)=A(p+1)\). For \(x>0\), \(x\neq1\),

\[
x^{-p}=e^{-p\log x}\ge 1-p\log x>1-p(x-1),
\]

so \(px+x^{-p}>1+p\). Every other range costs strictly more.

**Q.** Now the formal version. What does it take as the cost and the optimal range?

**A.** The functions \(S\) and \(r_0\), for real parameters. Here `hopExponent` is the cost \(S\) in the rate \(e^{-S}\), not the temperature exponent \(\nu\).

In Lean 4 with Mathlib:

```lean
import Mathlib

open Real

namespace SoftGapHopping

noncomputable section

/-- Cost of a hop of range `r > 0`: tunnelling `a r` plus activation `β b r^(-p)`. -/
def hopExponent (a b β p r : ℝ) : ℝ := a * r + b * β * r ^ (-p)

/-- The hopping range `(p b β / a)^(1/(p+1))`, for positive `a`, `b`, `β`, `p`. -/
def optimalRange (a b β p : ℝ) : ℝ := (p * b * β / a) ^ (1 / (p + 1))
```

**Q.** And the counting?

**A.** The integral over energy appears as an integral. The spacing \(br^{-p}\) is defined separately, so its agreement with the count has to be proved.

```lean
/-- Mean number of states in a ball of volume `v r^d` with energy between the Fermi level `0` and `W
> 0`, for the density of states `g E^s` with `s > -1`. -/
def statesWithin (v g d s r W : ℝ) : ℝ := v * r ^ d * ∫ E in (0 : ℝ)..W, g * E ^ s

/-- The prefactor `b` of the level spacing, for `v, g > 0` and `s > -1`. -/
def spacingScale (v g s : ℝ) : ℝ := ((s + 1) / (v * g)) ^ (1 / (s + 1))

/-- The level spacing `b r^(-d/(s+1))` in a ball of radius `r > 0`, for `v, g > 0` and
`s > -1`. -/
def levelSpacing (v g d s r : ℝ) : ℝ := spacingScale v g s * r ^ (-(d / (s + 1)))
```

**Q.** "One state" looks like an integer, but this is a real number.

**A.** It is the mean number of states in the ball, and setting it to one is the usual criterion for a typical hop. No random positions are modelled. Requiring \(n>0\) states instead amounts to replacing \(g\) by \(g/n\), which changes \(C\) but not \(\nu\).

The set of admissible costs contains the cost of every pair of positive \(r\) and \(W\) that meets the condition. The two definitions after it are \(\nu\) and \(C\).

```lean
/-- The costs `a r + β W` of all hops whose range `r` and energy `W` enclose one state on average.
-/
def hopCosts (a v g d s β : ℝ) : Set ℝ :=
  {S | ∃ r W, 0 < r ∧ 0 < W ∧ statesWithin v g d s r W = 1 ∧ S = a * r + β * W}

/-- The exponent `(s+1)/(s+1+d)` of the inverse temperature, for `s > -1` and `d > 0`. -/
def temperatureExponent (d s : ℝ) : ℝ := (s + 1) / (s + 1 + d)

/-- The temperature-independent prefactor of the least hopping cost, for positive
`a`, `v`, `g`, `d` and `s > -1`. -/
def hopCoefficient (a v g d s : ℝ) : ℝ :=
  (1 + (s + 1) / d) * a *
    (d / (s + 1) * spacingScale v g s / a) ^ temperatureExponent d s
```

**Q.** Which physics is assumed here?

**A.** A hop that starts at the Fermi level, so that \(W\) is both its activation energy and the upper limit of the count; the exponential form of the rate, with constant \(a\); and the density \(gE^s\). The quadratic Coulomb gap is therefore an input: no electron–electron interaction appears that could produce it. The dimension \(d\) and the volume factor \(v\) are independent positive reals, so for an ordinary ball in three dimensions you set \(v=4\pi/3\). The passage from the least cost of a single hop to the resistivity of a sample is a further physical step, usually argued by percolation.

**Q.** Show me that the spacing really follows from the count.

**A.** This theorem is an equivalence, so no other positive \(W\) satisfies the condition at a given \(r\).

```lean
/-- A ball of radius `r > 0` holds one state on average up to energy `W > 0` if and only if `W` is
the level spacing at `r`. -/
theorem statesWithin_eq_one_iff {v g d s r W : ℝ} (hv : 0 < v) (hg : 0 < g)
    (hs : -1 < s) (hr : 0 < r) (hW : 0 < W) :
    statesWithin v g d s r W = 1 ↔ W = levelSpacing v g d s r := by
  have hs1 : 0 < s + 1 := by linarith
  have hY : 0 < r ^ d := rpow_pos_of_pos hr d
  have hq : 0 < (s + 1) / (v * g) := div_pos hs1 (mul_pos hv hg)
  have hb : 0 < spacingScale v g s := rpow_pos_of_pos hq _
  have hL : 0 < levelSpacing v g d s r := mul_pos hb (rpow_pos_of_pos hr _)
  -- the level spacing raised to the power s + 1
  have hpow : levelSpacing v g d s r ^ (s + 1) = (s + 1) / (v * g * r ^ d) := by
    have e1 : spacingScale v g s ^ (s + 1) = (s + 1) / (v * g) := by
      unfold spacingScale
      rw [← rpow_mul hq.le, one_div_mul_cancel hs1.ne', rpow_one]
    have e2 : (r ^ (-(d / (s + 1)))) ^ (s + 1) = (r ^ d)⁻¹ := by
      rw [← rpow_mul hr.le, neg_mul, div_mul_cancel₀ _ hs1.ne', rpow_neg hr.le]
    unfold levelSpacing
    rw [mul_rpow hb.le (rpow_pos_of_pos hr _).le, e1, e2, ← div_eq_mul_inv, div_div]
  -- the integrated density of states
  have hN : statesWithin v g d s r W = W ^ (s + 1) * (v * g * r ^ d) / (s + 1) := by
    unfold statesWithin
    rw [intervalIntegral.integral_const_mul, integral_rpow (Or.inl hs),
      zero_rpow hs1.ne']
    ring
  rw [← rpow_left_inj hW.le hL.le hs1.ne', hpow, hN, div_eq_one_iff_eq hs1.ne',
    eq_div_iff (mul_pos (mul_pos hv hg) hY).ne']
```

In the proof, `hN` evaluates the integral; the hypothesis \(s>-1\) makes it converge at the Fermi level. `hpow` computes the \((s+1)\)-th power of the proposed spacing. Raising to a positive power is injective on nonnegative numbers, so `rpow_left_inj` reduces the claim to comparing those powers.

**Q.** Does the proof differentiate to find \(r_0\)?

**A.** No. It starts from the formula for \(r_0\) and verifies the balance. Raising the formula to the power \(p+1\) gives \(r_0^{p+1}=pb\beta/a\); splitting off one factor of \(r_0\) and clearing denominators gives \(ar_0=pb\beta r_0^{-p}\).

```lean
/-- At the optimal range the tunnelling term is `p` times the activation term. -/
theorem optimalRange_balance {a b β p : ℝ} (ha : 0 < a) (hb : 0 < b) (hβ : 0 < β)
    (hp : 0 < p) :
    a * optimalRange a b β p = p * (b * β * optimalRange a b β p ^ (-p)) := by
  have hq : 0 < p * b * β / a := by positivity
  have hR : 0 < optimalRange a b β p := rpow_pos_of_pos hq _
  have hp1 : p + 1 ≠ 0 := by positivity
  have h : optimalRange a b β p ^ (p + 1) = p * b * β / a := by
    unfold optimalRange
    rw [← rpow_mul hq.le, one_div_mul_cancel hp1, rpow_one]
  rw [rpow_add_one hR.ne', eq_div_iff ha.ne'] at h
  have hRp : 0 < optimalRange a b β p ^ p := rpow_pos_of_pos hR p
  rw [rpow_neg hR.le, ← div_eq_mul_inv, ← mul_div_assoc, eq_div_iff hRp.ne']
  linear_combination h
```

The value follows by replacing the activation term with \(ar_0/p\).

```lean
/-- The cost of a hop at the optimal range `r0` is `(1 + 1/p) a r0`. -/
theorem hopExponent_optimalRange {a b β p : ℝ} (ha : 0 < a) (hb : 0 < b) (hβ : 0 < β)
    (hp : 0 < p) :
    hopExponent a b β p (optimalRange a b β p)
      = (1 + 1 / p) * a * optimalRange a b β p := by
  have h : b * β * optimalRange a b β p ^ (-p) = a * optimalRange a b β p / p := by
    rw [eq_div_iff hp.ne']
    linear_combination -(optimalRange_balance ha hb hβ hp)
  unfold hopExponent
  rw [h]
  ring
```

**Q.** And uniqueness?

**A.** That is the strict inequality for every positive \(r\neq r_0\). The proof substitutes `r = R * x`, with `R` standing for \(r_0\). The step `key` is the inequality in \(x\) above, built from \(\log x<x-1\) and \(1+y\le e^y\). Multiplying by \(A\), which is positive by `hA`, and using the balance restores the original cost.

```lean
/-- Every hop of a range other than the optimal one costs strictly more. -/
theorem hopExponent_optimalRange_lt {a b β p r : ℝ} (ha : 0 < a) (hb : 0 < b)
    (hβ : 0 < β) (hp : 0 < p) (hr : 0 < r) (hne : r ≠ optimalRange a b β p) :
    hopExponent a b β p (optimalRange a b β p) < hopExponent a b β p r := by
  have hbal := optimalRange_balance ha hb hβ hp
  have hR : 0 < optimalRange a b β p := rpow_pos_of_pos (by positivity) _
  unfold hopExponent
  generalize optimalRange a b β p = R at *
  -- measure the range in units of the optimal one
  obtain ⟨x, hx, rfl⟩ : ∃ x, 0 < x ∧ r = R * x :=
    ⟨r / R, div_pos hr hR, (mul_div_cancel₀ r hR.ne').symm⟩
  have hx1 : x ≠ 1 := fun h => hne (by rw [h, mul_one])
  have key : 1 + p < p * x + x ^ (-p) := by
    have h1 := mul_lt_mul_of_pos_left (log_lt_sub_one_of_pos hx hx1) hp
    have h2 := add_one_le_exp (log x * -p)
    rw [rpow_def_of_pos hx]
    linarith
  have hA : 0 < b * β * R ^ (-p) := mul_pos (mul_pos hb hβ) (rpow_pos_of_pos hR _)
  have h3 := mul_lt_mul_of_pos_left key hA
  rw [mul_rpow hR.le hx.le]
  linear_combination h3 + (1 - x) * hbal
```

**Q.** So what exactly does the main theorem say?

**A.** `IsLeast` says two things: some admissible hop has cost \(C\beta^\nu\), and no admissible hop costs less. This holds at every \(\beta>0\), not just asymptotically at low temperature, because the density is taken to be a pure power at all energies and the rate to be exponential at all ranges and temperatures.

```lean
/-- Variable-range hopping with density of states `g E^s` in dimension `d`: the least cost of a hop
enclosing one state on average is a constant times `β^((s+1)/(s+1+d))`. -/
theorem variable_range_hopping {a v g d s β : ℝ} (ha : 0 < a) (hv : 0 < v) (hg : 0 < g)
    (hd : 0 < d) (hs : -1 < s) (hβ : 0 < β) :
    IsLeast (hopCosts a v g d s β)
      (hopCoefficient a v g d s * β ^ temperatureExponent d s) := by
  have hs1 : 0 < s + 1 := by linarith
  have hp : 0 < d / (s + 1) := div_pos hd hs1
  have hb : 0 < spacingScale v g s := rpow_pos_of_pos (div_pos hs1 (mul_pos hv hg)) _
  have hR : 0 < optimalRange a (spacingScale v g s) β (d / (s + 1)) :=
    rpow_pos_of_pos (div_pos (mul_pos (mul_pos hp hb) hβ) ha) _
  -- on one-state hops the cost is a function of the range alone
  have hcost : ∀ r, a * r + β * levelSpacing v g d s r
      = hopExponent a (spacingScale v g s) β (d / (s + 1)) r := by
    intro r
    unfold hopExponent levelSpacing
    ring
  have hval : hopExponent a (spacingScale v g s) β (d / (s + 1))
      (optimalRange a (spacingScale v g s) β (d / (s + 1)))
      = hopCoefficient a v g d s * β ^ temperatureExponent d s := by
    have e1 : d / (s + 1) + 1 = (s + 1 + d) / (s + 1) := by
      rw [add_div, div_self hs1.ne']
      ring
    rw [hopExponent_optimalRange ha hb hβ hp]
    unfold optimalRange hopCoefficient temperatureExponent
    rw [e1, one_div_div, one_div_div, mul_div_right_comm _ β a,
      mul_rpow (div_pos (mul_pos hp hb) ha).le hβ.le]
    ring
  rw [← hval]
  unfold hopCosts
  constructor
  · exact ⟨_, levelSpacing v g d s _, hR, mul_pos hb (rpow_pos_of_pos hR _),
      (statesWithin_eq_one_iff hv hg hs hR (mul_pos hb (rpow_pos_of_pos hR _))).2 rfl,
      (hcost _).symm⟩
  · rintro S ⟨r, W, hr, hW, hN, rfl⟩
    rw [(statesWithin_eq_one_iff hv hg hs hr hW).1 hN, hcost]
    by_cases h : r = optimalRange a (spacingScale v g s) β (d / (s + 1))
    · exact le_of_eq (by rw [← h])
    · exact (hopExponent_optimalRange_lt ha hb hβ hp hr h).le
```

The step `hcost` writes the cost of a one-state hop as \(S(r)\), and `hval` inserts \(p=d/(s+1)\) into \((1+1/p)ar_0\) and separates the power of \(\beta\). For attainment, the proof supplies \(r_0\) with its level spacing. For the lower bound, it takes any admissible pair, replaces \(W\) by the spacing, and either has \(r=r_0\) or applies the strict inequality.

**Q.** What does this give for the Coulomb gap?

**A.** With \(d=3\) and \(s=2\), \(p=1\) and \(\nu=1/2\), so

\[
C\beta^{1/2}=2a\sqrt{\frac{b\beta}{a}}=2\sqrt{ab\beta},\qquad b=\Big(\frac{3}{vg}\Big)^{1/3}.
\]

The proof specialises the main theorem and simplifies the square roots.

```lean
/-- For the density of states `g E^2` in three dimensions, the least cost of a hop enclosing one
state on average is `2 √(a b β)`, with `b` the prefactor of the level spacing. -/
theorem efros_shklovskii {a v g β : ℝ} (ha : 0 < a) (hv : 0 < v) (hg : 0 < g)
    (hβ : 0 < β) :
    IsLeast (hopCosts a v g 3 2 β) (2 * √(a * spacingScale v g 2 * β)) := by
  have hb : 0 < spacingScale v g 2 := rpow_pos_of_pos (by positivity) _
  have h := variable_range_hopping ha hv hg (d := 3) (s := 2) (by norm_num)
    (by norm_num) hβ
  have hν : temperatureExponent 3 2 = 1 / 2 := by
    unfold temperatureExponent
    norm_num
  have e : a * spacingScale v g 2 * β = a ^ 2 * (spacingScale v g 2 / a * β) := by
    field_simp
  have hc : hopCoefficient a v g 3 2 * β ^ temperatureExponent 3 2
      = 2 * √(a * spacingScale v g 2 * β) := by
    have e3 : (3 : ℝ) / (2 + 1) = 1 := by norm_num
    have e4 : ((2 : ℝ) + 1) / 3 = 1 := by norm_num
    unfold hopCoefficient
    rw [hν, e3, e4, one_mul, ← sqrt_eq_rpow, ← sqrt_eq_rpow, e,
      sqrt_mul (sq_nonneg a), sqrt_sq ha.le, sqrt_mul (div_pos hb ha).le]
    ring
  rwa [hc] at h
```

For a constant density in three dimensions, \(p=3\) and \(b=1/(vg)\), and the same general formula gives \(\tfrac43a(3b\beta/a)^{1/4}\).

**Q.** Experimentalists go the other way: they fit an exponent and infer the gap.

**A.** If the measured exponent is that of the least hopping cost, then among the densities \(gE^s\) in three dimensions the inference is sound for these two values. The equation \((s+1)/(s+4)=1/4\) becomes \(4s+4=s+4\), so \(s=0\); the equation \((s+1)/(s+4)=1/2\) becomes \(2s+2=s+4\), so \(s=2\). The proof clears the same denominator, which is nonzero because \(s>-1\), and leaves linear arithmetic.

```lean
/-- Among densities of states `g E^s` with `s > -1` in three dimensions, the temperature exponent is
`1/4` exactly for the constant one and `1/2` exactly for the quadratic one. -/
theorem exponent_identifies_gap {s : ℝ} (hs : -1 < s) :
    (temperatureExponent 3 s = 1 / 4 ↔ s = 0) ∧
      (temperatureExponent 3 s = 1 / 2 ↔ s = 2) := by
  have h : s + 1 + 3 ≠ 0 := by linarith
  unfold temperatureExponent
  rw [div_eq_iff h, div_eq_iff h]
  refine ⟨⟨fun k => ?_, fun k => ?_⟩, ⟨fun k => ?_, fun k => ?_⟩⟩ <;> linarith

end

end SoftGapHopping
```

**Q.** Does an exponent of \(1/2\) signal a gap in any dimension?

**A.** No, and the smallest physical dimension shows it. Take \(d=1\) and a constant density, \(s=0\). The "ball" is an interval of length \(2r\), so \(v=2\) and \(W=1/(2gr)\). The cost \(ar+\beta/(2gr)\) is least at \(r_0=\sqrt{\beta/(2ga)}\), where it equals \(\sqrt{2a\beta/g}\). The exponent is \(1/2\) without any gap, so the dimension has to be known before the exponent is read. This is again the cost of a typical hop; the resistance of a long chain also depends on rare stretches with no nearby state, which a mean count does not see.

```lean
#print axioms SoftGapHopping.variable_range_hopping
-- 'SoftGapHopping.variable_range_hopping' depends on axioms: [propext, Classical.choice, Quot.sound]
#print axioms SoftGapHopping.efros_shklovskii
-- 'SoftGapHopping.efros_shklovskii' depends on axioms: [propext, Classical.choice, Quot.sound]
#print axioms SoftGapHopping.exponent_identifies_gap
-- 'SoftGapHopping.exponent_identifies_gap' depends on axioms: [propext, Classical.choice, Quot.sound]
```
